# Point forces with zero total force and torque have a symmetric, origin-independent elastic dipole that gives their work on affine displacements

**Q:** Your elastic dipole takes an origin as an argument. In physics it belongs to the defect, not to my choice of coordinates. Why is the origin there?

**A:** Because origin independence is one of the things to be proved. For arbitrary forces $f_i$ at points $R_i$, the sum of $R_i f_i^{\mathsf T}$ does depend on where positions are measured from. I therefore define the dipole about a point $o$,

$$P(o)_{ab}=\sum_i (R_{i,a}-o_a)\,f_{i,b},\qquad a,b\in\{0,1,2\},$$

and let force balance remove the dependence. The components are numbered from 0, as in Lean. The forces are given data: a finite index type `ι` labels them, and nothing says which energy or which defect they come from. When the dipole is that of a defect, they stand for the forces that the defect exerts on the surrounding crystal, not for the total forces on the atoms, which vanish in a relaxed structure.

```lean
import Mathlib

open Matrix

namespace ElasticDipole

noncomputable section

variable {ι : Type*} [Fintype ι]
```

**Q:** And the balance conditions? I want to see that they are the usual ones.

**A:** The total force is $F=\sum_i f_i$.

```lean
/-- The total force of a finite family of forces. -/
def totalForce (f : ι → Fin 3 → ℝ) : Fin 3 → ℝ := ∑ i, f i
```

The total torque about $o$ is $\tau(o)=\sum_i (R_i-o)\times f_i$, with the ordinary cross product.

```lean
/-- The total torque about the origin `o` of forces `f i` acting at the points `R i`. -/
def totalTorque (R f : ι → Fin 3 → ℝ) (o : Fin 3 → ℝ) : Fin 3 → ℝ :=
  ∑ i, crossProduct (R i - o) (f i)
```

The dipole is the formula above, with the position index first and the force index second. That order matters only while $P$ is not known to be symmetric.

```lean
/-- The elastic dipole tensor about the origin `o`: the sum of the outer products of
`R i - o` with `f i`. -/
def dipole (R f : ι → Fin 3 → ℝ) (o : Fin 3 → ℝ) : Matrix (Fin 3) (Fin 3) ℝ :=
  Matrix.of fun a b => ∑ i, (R i a - o a) * f i b
```

**Q:** What does the defect respond to?

**A:** To an affine displacement field $u(x)=u_0+Ax$, where $u_0$ is a constant vector and $A$ is the displacement gradient, a real $3\times3$ matrix. In Lean, `A *ᵥ x` is the matrix acting on the vector.

```lean
/-- The affine displacement field `u(x) = u0 + A x`. -/
def affineDisp (u0 : Fin 3 → ℝ) (A : Matrix (Fin 3) (Fin 3) ℝ) (x : Fin 3 → ℝ) :
    Fin 3 → ℝ := u0 + A *ᵥ x
```

The strain is the small-strain tensor $\varepsilon=\tfrac12(A+A^{\mathsf T})$, with no quadratic term in $A$.

```lean
/-- The strain, that is the symmetric part of the displacement gradient `A`. -/
def strain (A : Matrix (Fin 3) (Fin 3) ℝ) : Matrix (Fin 3) (Fin 3) ℝ :=
  (1 / 2 : ℝ) • (A + Aᵀ)
```

The work is $W=\sum_i f_i\cdot u(R_i)$, where `⬝ᵥ` is the dot product. The forces stay fixed during the displacement, so there is no factor $\tfrac12$. An interaction energy of the defect with an applied strain would carry the opposite sign.

```lean
/-- The work sum of the forces `f i` on the displacements `u (R i)` of their points of action. -/
def work (R f : ι → Fin 3 → ℝ) (u : (Fin 3 → ℝ) → Fin 3 → ℝ) : ℝ :=
  ∑ i, f i ⬝ᵥ u (R i)
```

**Q:** Then show me that the origin really disappears.

**A:** Take a second origin $o'$ and write $R_i-o'=(R_i-o)+(o-o')$. Multiplying by $f_i^{\mathsf T}$ and summing gives

$$P(o')=P(o)+(o-o')\,F^{\mathsf T}.$$

The theorem says exactly this, with `vecMulVec` for the outer product.

```lean
/-- Moving the origin from `o` to `o'` changes the dipole tensor by the outer product of
`o - o'` with the total force. -/
theorem dipole_shift (R f : ι → Fin 3 → ℝ) (o o' : Fin 3 → ℝ) :
    dipole R f o' = dipole R f o + vecMulVec (o - o') (totalForce f) := by
  ext a b
  simp only [dipole, totalForce, Matrix.of_apply, Matrix.add_apply, vecMulVec_apply,
    Pi.sub_apply, Finset.sum_apply, Finset.mul_sum, ← Finset.sum_add_distrib]
  exact Finset.sum_congr rfl fun i _ => by ring
```

**Q:** The proof has only three steps. What carries it?

**A:** The lemma `Finset.sum_congr`. It says that two sums over the same index set are equal if their terms are equal, index by index. Before it can apply, each side has to be a single sum over the forces. That is the job of `Finset.mul_sum`, which moves the factor $o_a-o'_a$ inside the sum, and of `Finset.sum_add_distrib`, which is used backwards (the arrow `←`) to merge two sums into one. What remains for one force $i$ is

$$(R_{i,a}-o'_a)f_{i,b}=(R_{i,a}-o_a)f_{i,b}+(o_a-o'_a)f_{i,b},$$

a polynomial identity that `ring` settles. The argument `rfl` records that the index sets agree. The number of forces never enters, and the work formula below is proved by the same device.

**Q:** So $F=0$ is sufficient for origin independence. Is it also necessary?

**A:** Yes. Suppose that $P(o')=P(o)$ for every $o'$. Choose $o'=o-(1,1,1)$, so that $o-o'=(1,1,1)$. Then $(1,1,1)^{\mathsf T}F^{\mathsf T}$, read as a column times a row, is the zero matrix, and each of its rows is $F$. Hence $F=0$. The Lean proof makes the same choice, with `1` standing for the vector of ones, and reads off row 0.

```lean
/-- The dipole tensor is independent of the origin exactly when the total force vanishes. -/
theorem dipole_origin_iff (R f : ι → Fin 3 → ℝ) (o : Fin 3 → ℝ) :
    (∀ o', dipole R f o' = dipole R f o) ↔ totalForce f = 0 := by
  constructor
  · intro h
    -- shift the origin by the vector (1, 1, 1) and read off the first row
    have h1 := h (o - 1)
    rw [dipole_shift R f o (o - 1)] at h1
    ext b
    have h2 := congrFun (congrFun h1 0) b
    simpa [vecMulVec_apply] using h2
  · intro h o'
    rw [dipole_shift R f o o', h]
    ext a b
    simp
```

**Q:** Now symmetry. Where does the torque come in?

**A:** With $r_i=R_i-o$, the first component of the torque is

$$\tau_0=\sum_i (r_{i,1}f_{i,2}-r_{i,2}f_{i,1})=P_{12}-P_{21}.$$

In the same way $\tau_1=P_{20}-P_{02}$ and $\tau_2=P_{01}-P_{10}$, all about the same origin. The torque thus collects the entries of $P-P^{\mathsf T}$, which is twice the antisymmetric part of the dipole. In the proof, `fin_cases k` treats the three components one at a time, and `simp` writes out the cross product and splits the sums.

```lean
/-- The components of the total torque are the antisymmetric differences of the entries of
the dipole tensor about the same origin. -/
theorem torque_eq (R f : ι → Fin 3 → ℝ) (o : Fin 3 → ℝ) :
    totalTorque R f o =
      ![dipole R f o 1 2 - dipole R f o 2 1,
        dipole R f o 2 0 - dipole R f o 0 2,
        dipole R f o 0 1 - dipole R f o 1 0] := by
  ext k
  fin_cases k <;>
    simp [totalTorque, dipole, cross_apply, Finset.sum_apply, Finset.sum_sub_distrib,
      sub_mul] <;> ring
```

It follows that $P(o)$ is symmetric exactly when $\tau(o)=0$. In one direction the proof exchanges the indices of the entries, and the differences cancel. In the other it extracts the three scalar equations and goes through the nine entries: `simp` settles the diagonal ones and `linarith` the rest.

```lean
/-- The dipole tensor about `o` is symmetric exactly when the total torque about `o` vanishes. -/
theorem dipole_symm_iff (R f : ι → Fin 3 → ℝ) (o : Fin 3 → ℝ) :
    (dipole R f o).IsSymm ↔ totalTorque R f o = 0 := by
  rw [torque_eq]
  constructor
  · intro h
    rw [h.apply 0 1, h.apply 0 2, h.apply 1 2]
    ext k
    fin_cases k <;> simp
  · intro h
    have h0 : dipole R f o 1 2 - dipole R f o 2 1 = 0 := congrFun h 0
    have h1 : dipole R f o 2 0 - dipole R f o 0 2 = 0 := congrFun h 1
    have h2 : dipole R f o 0 1 - dipole R f o 1 0 = 0 := congrFun h 2
    refine Matrix.IsSymm.ext fun i j => ?_
    fin_cases i <;> fin_cases j <;> simp <;> linarith
```

**Q:** You set the torque to zero about one origin only. Shouldn't it vanish about all of them?

**A:** It does once $F=0$: the dipole is then the same about every origin, and the torque is read off from the dipole. Assuming it about a single $o$ is enough.

**Q:** Fine. But the work involves $A$, and you promised me a strain.

**A:** That takes two steps. First, for arbitrary forces, $R_i=o+r_i$ gives $u(R_i)=u(o)+Ar_i$, and therefore

$$W=F\cdot u(o)+\sum_i\sum_{a,b} f_{i,b}A_{ba}r_{i,a}
=F\cdot u(o)+\sum_{a,b}P_{ab}A_{ba}
=F\cdot u(o)+\operatorname{tr}(PA).$$

The proof expands the coordinate sums with `Fin.sum_univ_three`, gathers everything into one sum over forces, and compares terms.

```lean
/-- For arbitrary forces, the work on an affine displacement is the total force times the
displacement of the origin `o`, plus the trace of the dipole tensor times the gradient. -/
theorem work_affine (R f : ι → Fin 3 → ℝ) (o u0 : Fin 3 → ℝ)
    (A : Matrix (Fin 3) (Fin 3) ℝ) :
    work R f (affineDisp u0 A) =
      totalForce f ⬝ᵥ affineDisp u0 A o + trace (dipole R f o * A) := by
  simp only [work, affineDisp, totalForce, dipole, dotProduct, mulVec, Matrix.trace,
    Matrix.diag_apply, Matrix.mul_apply, Matrix.of_apply, Pi.add_apply, Finset.sum_apply,
    Fin.sum_univ_three]
  simp only [Finset.sum_mul, ← Finset.sum_add_distrib]
  exact Finset.sum_congr rfl fun i _ => by ring
```

Second, if $P$ is symmetric, then a transpose and a cyclic exchange under the trace give

$$\operatorname{tr}(PA^{\mathsf T})=\operatorname{tr}\big((PA^{\mathsf T})^{\mathsf T}\big)=\operatorname{tr}(AP^{\mathsf T})=\operatorname{tr}(AP)=\operatorname{tr}(PA).$$

Hence $\operatorname{tr}(P\varepsilon)=\tfrac12\big(\operatorname{tr}(PA)+\operatorname{tr}(PA^{\mathsf T})\big)=\operatorname{tr}(PA)$. The rewrites in the proof of `h` follow this chain, and the rest inserts the definition of the strain.

```lean
/-- The trace of a symmetric tensor times a displacement gradient involves only the strain. -/
theorem trace_mul_strain {P : Matrix (Fin 3) (Fin 3) ℝ} (hP : P.IsSymm)
    (A : Matrix (Fin 3) (Fin 3) ℝ) : trace (P * A) = trace (P * strain A) := by
  have h : trace (P * Aᵀ) = trace (P * A) := by
    rw [← Matrix.trace_transpose, Matrix.transpose_mul, Matrix.transpose_transpose, hP.eq,
      Matrix.trace_mul_comm]
  rw [strain, Matrix.mul_smul, Matrix.mul_add, Matrix.trace_smul, Matrix.trace_add, h,
    smul_eq_mul]
  ring
```

**Q:** Put together, what exactly is claimed?

**A:** Assume $F=0$ (`hF`) and $\tau(o)=0$ (`hT`). Physically, the forces neither push the body as a whole nor turn it. Then three things hold: $P(o')=P(o)$ for every $o'$, $P(o)$ is symmetric, and $W=\operatorname{tr}(P\varepsilon)$ for every $u_0$ and every $A$. The proof only assembles the earlier results: the two equivalences give the first two parts, and in the work formula the force term drops out and $A$ is replaced by $\varepsilon$.

```lean
/-- For forces with zero total force and zero total torque, the elastic dipole tensor is
independent of the origin and symmetric, and the work on every affine displacement is the
trace of the dipole tensor times the strain. -/
theorem elastic_dipole (R f : ι → Fin 3 → ℝ) (o : Fin 3 → ℝ)
    (hF : totalForce f = 0) (hT : totalTorque R f o = 0) :
    (∀ o', dipole R f o' = dipole R f o) ∧ (dipole R f o).IsSymm ∧
      ∀ u0 A, work R f (affineDisp u0 A) = trace (dipole R f o * strain A) := by
  have hS := (dipole_symm_iff R f o).2 hT
  refine ⟨(dipole_origin_iff R f o).2 hF, hS, fun u0 A => ?_⟩
  rw [work_affine R f o, hF, zero_dotProduct, zero_add, trace_mul_strain hS]
```

**Q:** Perhaps you assumed more than the work formula needs.

**A:** No, the formula forces both conditions. Suppose that $W=\operatorname{tr}(P\varepsilon)$ for every affine displacement. Test it on the translation $u_0=F$, $A=0$: the strain is zero, so $F\cdot F=0$ and $F=0$. What is left of the work formula is $\operatorname{tr}(PA)=\operatorname{tr}(P\varepsilon)$ for all $A$. Now take the three generators of infinitesimal rotations, which are antisymmetric and have no strain. The one with $A_{12}=1$ and $A_{21}=-1$ gives

$$0=\operatorname{tr}(PA)=P_{21}-P_{12}=-\tau_0.$$

The other two, with $A_{02}=1,\ A_{20}=-1$ and with $A_{01}=1,\ A_{10}=-1$, give $P_{20}=P_{02}$ and $P_{10}=P_{01}$. The torque vanishes.

In Lean, `key` is the reduced identity, and `h0`, `h1` and `h2` inside the last part are its values on the three generators. The reverse direction is the main theorem.

```lean
/-- The work on every affine displacement is the trace of the dipole tensor times the strain
exactly when total force and total torque both vanish. -/
theorem work_strain_iff (R f : ι → Fin 3 → ℝ) (o : Fin 3 → ℝ) :
    (∀ u0 A, work R f (affineDisp u0 A) = trace (dipole R f o * strain A)) ↔
      totalForce f = 0 ∧ totalTorque R f o = 0 := by
  refine ⟨fun h => ?_, fun h => (elastic_dipole R f o h.1 h.2).2.2⟩
  -- a rigid translation along the total force
  have hF : totalForce f = 0 := by
    have h0 := h (totalForce f) 0
    rw [work_affine R f o] at h0
    simpa [strain, affineDisp] using h0
  have key : ∀ A, trace (dipole R f o * A) = trace (dipole R f o * strain A) := by
    intro A
    rw [← h 0 A, work_affine R f o, hF, zero_dotProduct, zero_add]
  refine ⟨hF, ?_⟩
  -- the three generators of rigid rotations carry no strain
  have h0 := key !![0, 0, 0; 0, 0, 1; 0, -1, 0]
  have h1 := key !![0, 0, 1; 0, 0, 0; -1, 0, 0]
  have h2 := key !![0, 1, 0; -1, 0, 0; 0, 0, 0]
  simp [strain, Matrix.trace, Matrix.mul_apply, Fin.sum_univ_three] at h0 h1 h2
  rw [torque_eq]
  ext k
  fin_cases k <;> simp <;> linarith
```

**Q:** Give me a set of forces that I would recognise as a defect.

**A:** Take a centre of dilatation: six points $\pm d\,e_k$ on the Cartesian axes, with $e_k$ the unit vectors, and a force $\pm g\,e_k$ at each, with matching signs. For $d,g>0$ the forces point outwards. One definition serves for both positions and forces, and the index type `Fin 3 ⊕ Fin 3` separates the positive from the negative half-axes.

```lean
/-- Six vectors of signed length `d` and `-d` along the three Cartesian axes. -/
def octahedron (d : ℝ) : Fin 3 ⊕ Fin 3 → Fin 3 → ℝ :=
  Sum.elim (fun k => Pi.single k d) (fun k => Pi.single k (-d))
```

The forces cancel in pairs. Each is parallel to its position vector, so there is no torque about the centre. The dipole is

$$P(0)=\sum_{k}\big(dg\,e_ke_k^{\mathsf T}+(-d)(-g)\,e_ke_k^{\mathsf T}\big)=2dg\,\mathbb 1 .$$

Lean checks the nine entries of $P$ and the three components of $F$. For the torque it takes a shorter route than the cross products: a multiple of the identity is symmetric, and `dipole_symm_iff` turns that into zero torque.

```lean
/-- Octahedral forces of strength `g` at octahedral points of distance parameter `d` have zero
total force and zero total torque, and their dipole tensor is `2 d g` times the identity. -/
theorem elastic_dipole_witness (d g : ℝ) :
    totalForce (octahedron g) = 0 ∧ totalTorque (octahedron d) (octahedron g) 0 = 0 ∧
      dipole (octahedron d) (octahedron g) 0 = (2 * d * g) • 1 := by
  have hP : dipole (octahedron d) (octahedron g) 0 = (2 * d * g) • 1 := by
    ext i j
    fin_cases i <;> fin_cases j <;>
      simp [dipole, octahedron, Pi.single_apply] <;> ring
  refine ⟨?_, ?_, hP⟩
  · ext k
    fin_cases k <;>
      simp [totalForce, octahedron, Pi.single_apply]
  · rw [← dipole_symm_iff, hP]
    exact Matrix.isSymm_one.smul _
```

**Q:** And its work?

**A:** With $F=0$, the general formula gives $W=\operatorname{tr}(2dg\,A)=2dg\operatorname{tr}A$. To first order, $\operatorname{tr}A$ is the relative change in volume, so this defect responds to dilation and not to shear. The proof inserts $F$ and $P$ into `work_affine`.

```lean
/-- The work of the octahedral forces on an affine displacement is `2 d g` times the trace of
the displacement gradient. -/
theorem octahedron_work (d g : ℝ) (u0 : Fin 3 → ℝ) (A : Matrix (Fin 3) (Fin 3) ℝ) :
    work (octahedron d) (octahedron g) (affineDisp u0 A) = 2 * d * g * trace A := by
  obtain ⟨hF, -, hP⟩ := elastic_dipole_witness d g
  rw [work_affine _ _ 0, hF, hP, zero_dotProduct, zero_add, Matrix.smul_mul, Matrix.one_mul,
    Matrix.trace_smul, smul_eq_mul]

end

end ElasticDipole
```

```lean
#print axioms ElasticDipole.elastic_dipole
-- 'ElasticDipole.elastic_dipole' depends on axioms: [propext, Classical.choice, Quot.sound]
#print axioms ElasticDipole.work_strain_iff
-- 'ElasticDipole.work_strain_iff' depends on axioms: [propext, Classical.choice, Quot.sound]
#print axioms ElasticDipole.octahedron_work
-- 'ElasticDipole.octahedron_work' depends on axioms: [propext, Classical.choice, Quot.sound]
```

**Q:** My defect sits in a periodic supercell. What does this tell me about its finite-size error?

**A:** It supplies one ingredient. The elastic dipole enters estimates of the interaction between a defect and its periodic images, and the theorem justifies contracting it with the strain for finitely many fixed forces in open space and a displacement that is exactly affine. The strain field of the images, the elastic constants of the host and any variation of the strain across the defect are not in the model.

Periodicity also needs separate care. The theorem lets you shift all positions by a common vector. Replacing a single atom by its periodic image, displaced by a lattice vector $L$ of the supercell, is a different operation: it changes the sum by $L f_i^{\mathsf T}$, even when the total force is zero. If you evaluate $P$ from this sum of forces, you therefore have to fix which image of each atom with a nonzero force is counted. Computing the dipole from the residual stress of the supercell is a different route, which is not treated here.

**Q:** And if my computed forces balance only approximately?

**A:** Then use two of the identities that need no balance. `dipole_shift` tells you how far $P$ moves with the origin for a given residual force, and `torque_eq` identifies the asymmetry of $P$ with the residual torque. Both are exact for whatever forces you put in.
